# Cycle-averaged force times displacement as a weighted force gradient for a harmonically oscillating tip

A tip moves harmonically about a centre `c` with amplitude `A ≥ 0`, in a force `F` that depends only on position. The theorem says that the average over a full cycle of the force times the displacement from the centre, `F (c + A * cos θ) * (A * cos θ)`, equals `A ^ 2 / 2` times the average of the force gradient `F'` with the normalised weight `2 / π * sin θ ^ 2` over phases from 0 to π. It assumes that `F` has derivative `F'` at every point between the turning points, and that `F'` is continuous on that closed interval; the amplitude need not be small. The proof splits the cycle at π, shows by the reflection `θ ↦ 2 * π - θ` that the two halves contribute equally, and applies an earlier lemma, proved by integration by parts, to one half.

The first attempt, which Lean rejects:

```lean
import Mathlib

open Real Set Filter Topology

namespace GiessiblForceMicroscopy

noncomputable section

/-- The average of a force gradient `F'` over the tip oscillation, with weight
`sin² θ` in the phase `θ`. -/
def weightedGradient (F' : ℝ → ℝ) (c A : ℝ) : ℝ :=
  2 / π * ∫ θ in (0 : ℝ)..π, F' (c + A * cos θ) * sin θ ^ 2

variable {F F' : ℝ → ℝ} {c A : ℝ}

/-- The oscillating tip stays between its two turning points. -/
theorem tip_mem (hA : 0 ≤ A) (θ : ℝ) : c + A * cos θ ∈ Icc (c - A) (c + A) := by
  have h1 := mul_le_mul_of_nonneg_left (cos_le_one θ) hA
  have h2 := mul_le_mul_of_nonneg_left (neg_one_le_cos θ) hA
  constructor <;> linarith

/-- Over half a cycle, the first harmonic of the force is the amplitude times the
integral of the force gradient with weight `sin² θ`. -/
theorem half_cycle_by_parts (hA : 0 ≤ A)
    (hF : ∀ x ∈ Icc (c - A) (c + A), HasDerivAt F (F' x) x)
    (hF' : ContinuousOn F' (Icc (c - A) (c + A))) :
    ∫ θ in (0 : ℝ)..π, F (c + A * cos θ) * cos θ =
      A * ∫ θ in (0 : ℝ)..π, F' (c + A * cos θ) * sin θ ^ 2 := by
  have hpath : Continuous fun θ : ℝ => c + A * cos θ := by fun_prop
  have hFc : ContinuousOn F (Icc (c - A) (c + A)) :=
    fun x hx => (hF x hx).continuousAt.continuousWithinAt
  have hc0 : Continuous fun θ : ℝ => F (c + A * cos θ) :=
    hFc.comp_continuous hpath (tip_mem hA)
  have hc1 : Continuous fun θ : ℝ => F' (c + A * cos θ) :=
    hF'.comp_continuous hpath (tip_mem hA)
  have k0 : Continuous fun θ : ℝ => F (c + A * cos θ) * cos θ := hc0.mul continuous_cos
  have k1 : Continuous fun θ : ℝ => A * (F' (c + A * cos θ) * sin θ ^ 2) :=
    continuous_const.mul (hc1.mul (continuous_sin.pow 2))
  -- the derivative of the product F(c + A cos θ) sin θ with respect to the phase
  have hd : ∀ θ ∈ uIcc (0 : ℝ) π, HasDerivAt (fun t => F (c + A * cos t) * sin t)
      (F (c + A * cos θ) * cos θ - A * (F' (c + A * cos θ) * sin θ ^ 2)) θ := by
    intro θ _
    have h1 : HasDerivAt (fun t => c + A * cos t) (A * (-sin θ)) θ :=
      ((hasDerivAt_cos θ).const_mul A).const_add c
    have h2 : HasDerivAt (fun t => F (c + A * cos t))
        (F' (c + A * cos θ) * (A * (-sin θ))) θ :=
      HasDerivAt.comp (h := fun t => c + A * cos t) (h₂ := F) θ (hF _ (tip_mem hA θ)) h1
    exact (h2.fun_mul (hasDerivAt_sin θ)).congr_deriv (by ring)
  have h := intervalIntegral.integral_eq_sub_of_hasDerivAt hd
    ((k0.sub k1).intervalIntegrable _ _)
  rw [intervalIntegral.integral_sub (k0.intervalIntegrable _ _) (k1.intervalIntegrable _ _),
    intervalIntegral.integral_const_mul] at h
  simp only [sin_pi, sin_zero, mul_zero, sub_zero] at h
  linarith

/-- The average of force times displacement over a full cycle is `A² / 2` times
the weighted force gradient. -/
theorem cycle_average_force_displacement (hA : 0 ≤ A)
    (hF : ∀ x ∈ Icc (c - A) (c + A), HasDerivAt F (F' x) x)
    (hF' : ContinuousOn F' (Icc (c - A) (c + A))) :
    1 / (2 * π) * ∫ θ in (0 : ℝ)..(2 * π), F (c + A * cos θ) * (A * cos θ) =
      A ^ 2 / 2 * weightedGradient F' c A := by
  have hFc : ContinuousOn F (Icc (c - A) (c + A)) :=
    fun x hx => (hF x hx).continuousAt.continuousWithinAt
  have hc0 : Continuous fun θ : ℝ => F (c + A * cos θ) :=
    hFc.comp_continuous (by fun_prop) (tip_mem hA)
  have k : Continuous fun θ : ℝ => F (c + A * cos θ) * (A * cos θ) :=
    hc0.mul (continuous_const.mul continuous_cos)
  -- approach and retraction contribute equally
  have hr := intervalIntegral.integral_comp_sub_left (a := 0) (b := π)
    (fun θ : ℝ => F (c + A * cos θ) * (A * cos θ)) (2 * π)
  simp only [cos_two_pi_sub] at hr
  rw [show 2 * π - π = π by ring, sub_zero] at hr
  have hs := intervalIntegral.integral_add_adjacent_intervals
    (k.intervalIntegrable 0 π) (k.intervalIntegrable π (2 * π))
  have hh : ∫ θ in (0 : ℝ)..π, F (c + A * cos θ) * (A * cos θ) =
      A * ∫ θ in (0 : ℝ)..π, F (c + A * cos θ) * cos θ := by
    rw [← intervalIntegral.integral_const_mul]
    congr 1
    funext θ
    ring
  rw [← hs, ← hr, hh, half_cycle_by_parts hA hF hF']
  unfold weightedGradient
  have hp := pi_ne_zero
  field_simp
  try ring

end

end GiessiblForceMicroscopy
```

Compiling this gives:

```
Main.lean:75:5: error: typeclass instance problem is stuck
  MeasureTheory.IsLocallyFiniteMeasure ?m.305

Note: Lean will not try to resolve this typeclass instance problem because the fourth type argument to `MeasureTheory.IsLocallyFiniteMeasure` is a metavariable. This argument must be fully determined before Lean will try to resolve the typeclass.

Hint: Adding type annotations and supplying implicit arguments to functions can give Lean more information for typeclass resolution. For example, if you have a variable `x` that you intend to be a `Nat`, but Lean reports it as having an unresolved type like `?m`, replacing `x` with `(x : Nat)` can get typeclass resolution un-stuck.
```

What went wrong. The error arises where `hs` joins the integrals over the two half cycles. Both `Continuous.intervalIntegrable` and `intervalIntegral.integral_add_adjacent_intervals` work for a general measure, which they take as an implicit argument. The continuity proof `k` does not mention a measure, and `have hs :=` gives no expected statement from which Lean could read one. The measure therefore stays unknown, and Lean cannot look for the instance `MeasureTheory.IsLocallyFiniteMeasure` that `k.intervalIntegrable` needs. This is what "stuck" means here: the search was never begun, so the message does not say that the integrand fails to be integrable.

The repair first proves `ki`, whose stated type names the measure `MeasureTheory.volume`. With the measure known, Lean can find the instance, and `ki 0 π` and `ki π (2 * π)` pass the same measure on to the lemma that joins the integrals. Stating `ki` for general endpoints `a` and `b` merely lets one statement serve both halves.

Lean accepts the file once it reads:

```diff
@@ -72,6 +72,8 @@
   simp only [cos_two_pi_sub] at hr
   rw [show 2 * π - π = π by ring, sub_zero] at hr
-  have hs := intervalIntegral.integral_add_adjacent_intervals
-    (k.intervalIntegrable 0 π) (k.intervalIntegrable π (2 * π))
+  have ki (a b : ℝ) : IntervalIntegrable
+      (fun θ : ℝ => F (c + A * cos θ) * (A * cos θ)) MeasureTheory.volume a b :=
+    k.intervalIntegrable a b
+  have hs := intervalIntegral.integral_add_adjacent_intervals (ki 0 π) (ki π (2 * π))
   have hh : ∫ θ in (0 : ℝ)..π, F (c + A * cos θ) * (A * cos θ) =
       A * ∫ θ in (0 : ℝ)..π, F (c + A * cos θ) * cos θ := by
```
